# Without symmetrization, an invariant basis gives exact energies from any positively weighted sample that resolves it

In a linear-method update of a variational Monte Carlo wave function, an overlap matrix and a Hamiltonian matrix are estimated from the same configurations, and a generalized eigenvalue problem is solved with them. The sampled Hamiltonian matrix is in general not Hermitian. Two options are compared here: leaving it as it is, and replacing it by its Hermitian part. If the Hamiltonian maps the finite span of the basis into itself, the matrix left as it is gives the exact eigenvalues and eigenfunctions in that span from any finite sample that has positive weights and resolves the basis, while its Hermitian part can lose an exact eigenvalue.

## Sampled matrices

Let $i$ label the sampled configurations and $j,k$ the basis functions $\Psi_j$. In the code these labels run over the finite types `ι` and `n`.

In Lean 4 with Mathlib:

```lean
import Mathlib

open Matrix

namespace LinearMethodZeroVariance

noncomputable section

variable {ι n : Type*} [Fintype ι] [DecidableEq ι] [Fintype n] [DecidableEq n]
```

The matrix $F$ holds the basis values. If configurations are drawn from $|\Psi_g|^2$ for a guiding function $\Psi_g$, one may take $F_{ij}=\Psi_j(R_i)/\Psi_g(R_i)$ with equal weights $w_i$. With $W=\mathrm{diag}(w_i)$, the sampled overlap is

$$S=F^\dagger W F,\qquad S_{jk}=\sum_i w_i\,F_{ij}^*F_{ik}.$$

The values are complex and the weights real; normalising the weights is unnecessary, because a common factor cancels in $S^{-1}H$ below.

```lean
/-- Sampled overlap matrix `Fᴴ W F` of the basis values `F` (configurations by basis functions)
with weights `w`. -/
def overlap (F : Matrix ι n ℂ) (w : ι → ℝ) : Matrix n n ℂ :=
  Fᴴ * diagonal (fun i => (w i : ℂ)) * F
```

Let $G$ hold the values of $\hat H\Psi_j$ on the same configurations, divided by $\Psi_g$ in the same way. The sampled Hamiltonian matrix is $H=F^\dagger W G$. The operator $\hat H$ itself does not appear in the code, only these values.

```lean
/-- Sampled Hamiltonian matrix `Fᴴ W G`, where `G` holds the values of the Hamiltonian applied
to the basis functions. -/
def hamiltonian (F : Matrix ι n ℂ) (w : ι → ℝ) (G : Matrix ι n ℂ) : Matrix n n ℂ :=
  Fᴴ * diagonal (fun i => (w i : ℂ)) * G
```

The symmetrized alternative is $H_{\rm s}=\tfrac12(H+H^\dagger)$.

```lean
/-- Hermitian part of a sampled matrix. -/
def symmetrized (H : Matrix n n ℂ) : Matrix n n ℂ := (1 / 2 : ℂ) • (H + Hᴴ)
```

## Why the sampled overlap is invertible

For a coefficient vector $c$, the sampled wave function is $Fc$, and

$$c^\dagger S c=(Fc)^\dagger W(Fc)=\sum_i w_i\,|(Fc)_i|^2 .$$

The proof moves $F^\dagger$ onto the left vector and then compares the sums term by term, using $z^*z=|z|^2$.

```lean
omit [DecidableEq n] in
/-- The quadratic form of the sampled overlap is the weighted squared norm of the sampled
wave function `F c`. -/
theorem overlap_quadratic (F : Matrix ι n ℂ) (w : ι → ℝ) (c : n → ℂ) :
    star c ⬝ᵥ (overlap F w *ᵥ c) = ((∑ i, w i * ‖(F *ᵥ c) i‖ ^ 2 : ℝ) : ℂ) := by
  unfold overlap
  rw [← Matrix.mulVec_mulVec, ← Matrix.mulVec_mulVec, Matrix.dotProduct_mulVec,
    ← Matrix.star_mulVec]
  generalize F *ᵥ c = v
  push_cast
  unfold dotProduct
  refine Finset.sum_congr rfl fun i _ => ?_
  have h := Complex.conj_mul' (v i)
  simp only [Pi.star_apply, Matrix.mulVec_diagonal, RCLike.star_def]
  linear_combination (w i : ℂ) * h
```

Suppose that all $w_i>0$ (`hw`) and that $Fc=0$ only for $c=0$ (`hF`). The second condition says that the sample resolves the basis: no nontrivial combination of basis functions vanishes on every sampled configuration. It requires at least as many configurations as basis functions.

If $\det S=0$, some $c\neq0$ has $Sc=0$, so the sum above is zero. Its terms are nonnegative, so each vanishes; since $w_i>0$, $Fc=0$ and hence $c=0$, a contradiction.

```lean
/-- With positive weights and linearly independent sampled basis functions, the sampled overlap
matrix is invertible. -/
theorem overlap_det_ne_zero (F : Matrix ι n ℂ) (w : ι → ℝ) (hw : ∀ i, 0 < w i)
    (hF : ∀ c, F *ᵥ c = 0 → c = 0) : (overlap F w).det ≠ 0 := by
  intro h
  obtain ⟨c, hc, h0⟩ := Matrix.exists_mulVec_eq_zero_iff.mpr h
  have q := overlap_quadratic F w c
  rw [h0, dotProduct_zero] at q
  have q' : ∑ i, w i * ‖(F *ᵥ c) i‖ ^ 2 = 0 := by exact_mod_cast q.symm
  -- a vanishing sum of nonnegative terms forces the sampled wave function to vanish
  have hz := (Finset.sum_eq_zero_iff_of_nonneg
    (fun i _ => mul_nonneg (hw i).le (sq_nonneg ‖(F *ᵥ c) i‖))).mp q'
  apply hc
  apply hF
  funext i
  have hi := (mul_eq_zero.mp (hz i (Finset.mem_univ i))).resolve_left (hw i).ne'
  exact norm_eq_zero.mp (pow_eq_zero_iff (two_ne_zero) |>.mp hi)
```

## Exactness from a finite sample

Invariance of the span means $\hat H\Psi_k=\sum_j\Psi_jM_{jk}$. Evaluated on the sample, this is $G=FM$, and therefore

$$H=F^\dagger W(FM)=(F^\dagger WF)M=SM .$$

This step is associativity and needs no condition on the weights.

```lean
omit [DecidableEq n] in
/-- If the sampled values satisfy `G = F M`, the sampled Hamiltonian matrix is the sampled overlap
times `M`. -/
theorem hamiltonian_eq (F : Matrix ι n ℂ) (w : ι → ℝ) (M : Matrix n n ℂ) :
    hamiltonian F w (F * M) = overlap F w * M := by
  simp only [hamiltonian, overlap, Matrix.mul_assoc]
```

Multiplying by $S^{-1}$ gives $S^{-1}H=M$. For an invariant span, $M$ is the same for every sample, so the estimate does not fluctuate between samples that meet the conditions. Invariance is the idealisation: the span of a trial wave function and its parameter derivatives is usually not invariant, and the theorem gives no error bound for that case. On a single sample, the hypothesis `hG` is weaker than invariance. With as many configurations as basis functions and $F$ invertible, $M=F^{-1}G$ always satisfies it, but without invariance this $M$ can change with the sample.

```lean
/-- If the weights are positive, the sample resolves the basis and the sampled values satisfy `G = F
M`, then the inverse sampled overlap times the sampled Hamiltonian matrix is exactly `M`. -/
theorem zero_variance (F G : Matrix ι n ℂ) (w : ι → ℝ) (M : Matrix n n ℂ)
    (hw : ∀ i, 0 < w i) (hF : ∀ c, F *ᵥ c = 0 → c = 0) (hG : G = F * M) :
    (overlap F w)⁻¹ * hamiltonian F w G = M := by
  have hS := isUnit_iff_ne_zero.mpr (overlap_det_ne_zero F w hw hF)
  rw [hG, hamiltonian_eq, ← Matrix.mul_assoc, Matrix.nonsing_inv_mul _ hS, Matrix.one_mul]
```

With a single basis function, $M$ is a number $E$ and the local energy equals $E$ wherever the function is nonzero. One such configuration then suffices: $S^{-1}H=w|F|^2E/(w|F|^2)=E$.

Without invariance this fails already for one function. Take two configurations with $F=(1,1)^T$ and local energies $0$ and $1$, so $G=(0,1)^T$. Then $S^{-1}H=w_1/(w_0+w_1)$, which depends on the weights.

The eigenvalue problem inherits the exactness. Since $H=SM$, the equation $Hc=E\,Sc$ reads $S(Mc-Ec)=0$, and invertibility of $S$ turns it into $Mc=Ec$. The converse follows on multiplying by $S$. The equivalence holds for every complex $E$ and every $c$, so no eigenpair is lost or added.

```lean
/-- If the weights are positive, the sample resolves the basis and `G = F M`, the sampled
generalized eigenvalue equation `H c = E S c` holds exactly when `c` satisfies `M c = E c`. -/
theorem sampled_eigenpair_iff (F G : Matrix ι n ℂ) (w : ι → ℝ) (M : Matrix n n ℂ)
    (hw : ∀ i, 0 < w i) (hF : ∀ c, F *ᵥ c = 0 → c = 0) (hG : G = F * M)
    (E : ℂ) (c : n → ℂ) :
    hamiltonian F w G *ᵥ c = E • (overlap F w *ᵥ c) ↔ M *ᵥ c = E • c := by
  rw [hG, hamiltonian_eq, ← Matrix.mulVec_mulVec, ← Matrix.mulVec_smul]
  constructor
  · intro h
    apply sub_eq_zero.mp
    apply Matrix.eq_zero_of_mulVec_eq_zero (overlap_det_ne_zero F w hw hF)
    rw [Matrix.mulVec_sub, h, sub_self]
  · intro h
    rw [h]
```

## What symmetrizing changes

If $S^{-1}H_{\rm s}=M$, multiplying by $S$ gives $H_{\rm s}=SM=H$, so $H^\dagger=H$. Conversely, a Hermitian $H$ equals $H_{\rm s}$, and the previous result applies. The two directions of the proof follow these two sentences, with `h1` stating $H_{\rm s}=H$ in each.

```lean
/-- If the weights are positive, the sample resolves the basis and `G = F M`, the inverse sampled
overlap times the symmetrized sampled Hamiltonian is `M` if and only if the sampled Hamiltonian
matrix is already Hermitian. -/
theorem symmetrized_exact_iff (F G : Matrix ι n ℂ) (w : ι → ℝ) (M : Matrix n n ℂ)
    (hw : ∀ i, 0 < w i) (hF : ∀ c, F *ᵥ c = 0 → c = 0) (hG : G = F * M) :
    (overlap F w)⁻¹ * symmetrized (hamiltonian F w G) = M ↔
      (hamiltonian F w G).IsHermitian := by
  have hS := isUnit_iff_ne_zero.mpr (overlap_det_ne_zero F w hw hF)
  constructor
  · intro h
    -- multiplying by the overlap shows that the Hermitian part is the whole matrix
    have h1 : symmetrized (hamiltonian F w G) = hamiltonian F w G := by
      calc symmetrized (hamiltonian F w G)
          = overlap F w * ((overlap F w)⁻¹ * symmetrized (hamiltonian F w G)) := by
            rw [← Matrix.mul_assoc, Matrix.mul_nonsing_inv _ hS, Matrix.one_mul]
        _ = hamiltonian F w G := by rw [h, hG, hamiltonian_eq]
    unfold symmetrized at h1
    unfold Matrix.IsHermitian
    linear_combination (norm := module) (2 : ℂ) • h1
  · intro h
    have h1 : symmetrized (hamiltonian F w G) = hamiltonian F w G := by
      unfold symmetrized
      rw [h.eq]
      module
    rw [h1]
    exact zero_variance F G w M hw hF hG
```

This equivalence compares matrices. That the spectrum can change too is shown by an example with three configurations and two basis functions:

$$F=\begin{pmatrix}1&0\\0&1\\1&1\end{pmatrix}.$$

```lean
/-- Values of two basis functions on three sampled configurations. -/
def sampleF : Matrix (Fin 3) (Fin 2) ℂ := !![1, 0; 0, 1; 1, 1]
```

Let the basis functions be eigenfunctions with energies $0$ and $1$.

```lean
/-- Hamiltonian matrix `diag(0, 1)` in the two-function basis. -/
def exactM : Matrix (Fin 2) (Fin 2) ℂ := !![0, 0; 0, 1]
```

The first two rows of $Fc=0$ give $c_0=c_1=0$, so the sample resolves the basis. With unit weights,

$$S=F^\dagger F=\begin{pmatrix}2&1\\1&2\end{pmatrix}.$$

For a Hermitian Hamiltonian, eigenfunctions with different energies are orthogonal under exact integration; the off-diagonal $1$ is then an effect of the finite sample.

```lean
/-- The three-configuration sample resolves the basis, and with unit weights its overlap matrix
is `[[2, 1], [1, 2]]`. -/
theorem sample_witness : (∀ c, sampleF *ᵥ c = 0 → c = 0) ∧
    overlap sampleF (fun _ => 1) = !![2, 1; 1, 2] := by
  constructor
  · intro c h
    have h0 := congrFun h 0
    have h1 := congrFun h 1
    simp [sampleF, Matrix.mulVec, dotProduct, Fin.sum_univ_succ] at h0 h1
    exact funext (Fin.forall_fin_two.mpr ⟨h0, h1⟩)
  · simp only [overlap, Complex.ofReal_one, Matrix.diagonal_one, Matrix.mul_one]
    ext i j
    fin_cases i <;> fin_cases j <;>
      norm_num [sampleF, Matrix.mul_apply, Fin.sum_univ_succ]
```

Here

$$H=SM=\begin{pmatrix}0&1\\0&2\end{pmatrix},\qquad H_{\rm s}=\begin{pmatrix}0&\tfrac12\\\tfrac12&2\end{pmatrix},$$

and the symmetrized secular determinant is

$$\det(H_{\rm s}-ES)=-2E(2-2E)-\left(\tfrac12-E\right)^2=3E^2-3E-\tfrac14 .$$

The code first computes $H_{\rm s}$ entry by entry, then expands the $2\times2$ determinant.

```lean
/-- For `sampleF` with unit weights and `M = diag(0, 1)`, the secular determinant of the symmetrized
problem is `3 E² - 3 E - 1/4`. -/
theorem symmetrized_secular (E : ℂ) :
    (symmetrized (hamiltonian sampleF (fun _ => 1) (sampleF * exactM))
      - E • overlap sampleF (fun _ => 1)).det = 3 * E ^ 2 - 3 * E - 1 / 4 := by
  have hs : symmetrized (!![2, 1; 1, 2] * exactM) = !![0, 1 / 2; 1 / 2, 2] := by
    ext i j
    fin_cases i <;> fin_cases j <;>
      norm_num [symmetrized, exactM, Matrix.mul_apply, Fin.sum_univ_succ]
  rw [hamiltonian_eq, sample_witness.2, hs, Matrix.det_fin_two]
  simp
  ring
```

The roots are $E=\tfrac12\pm\tfrac1{\sqrt3}$, about $1.077$ and $-0.077$. Neither exact energy survives, and the lower root lies below both exact energies.

For the eigenvalue $0$ the comparison is direct. The unsymmetrized $H$ annihilates $(1,0)^T$, because $M$ does and $H=SM$. Setting $E=0$ in the secular determinant gives $\det H_{\rm s}=-\tfrac14\neq0$, so $H_{\rm s}c=0$ forces $c=0$, and the symmetrized problem has no eigenvector with energy $0$.

```lean
/-- For `sampleF` with unit weights and `M = diag(0, 1)`, the sampled Hamiltonian matrix annihilates
the coefficient vector `(1, 0)`, while its symmetrized form has determinant `-1/4` and annihilates
no nonzero vector. -/
theorem symmetrization_loses_zero :
    hamiltonian sampleF (fun _ => 1) (sampleF * exactM) *ᵥ ![1, 0] = 0 ∧
    (symmetrized (hamiltonian sampleF (fun _ => 1) (sampleF * exactM))).det = -1 / 4 ∧
    ∀ c, symmetrized (hamiltonian sampleF (fun _ => 1) (sampleF * exactM)) *ᵥ c = 0 →
      c = 0 := by
  have hd : (symmetrized (hamiltonian sampleF (fun _ => 1) (sampleF * exactM))).det
      = -1 / 4 := by
    have h := symmetrized_secular 0
    rw [zero_smul, sub_zero] at h
    rw [h]
    norm_num
  refine ⟨?_, hd, fun c hc => Matrix.eq_zero_of_mulVec_eq_zero ?_ hc⟩
  · have hM : exactM *ᵥ ![1, 0] = 0 := by
      funext i
      fin_cases i <;> simp [exactM, Matrix.mulVec, dotProduct, Fin.sum_univ_succ]
    rw [hamiltonian_eq, ← Matrix.mulVec_mulVec, hM, Matrix.mulVec_zero]
  · rw [hd]
    norm_num

end

end LinearMethodZeroVariance
```

```lean
#print axioms LinearMethodZeroVariance.sampled_eigenpair_iff
#print axioms LinearMethodZeroVariance.symmetrized_exact_iff
#print axioms LinearMethodZeroVariance.symmetrization_loses_zero
```

```
'LinearMethodZeroVariance.sampled_eigenpair_iff' depends on axioms: [propext, Classical.choice, Quot.sound]
'LinearMethodZeroVariance.symmetrized_exact_iff' depends on axioms: [propext, Classical.choice, Quot.sound]
'LinearMethodZeroVariance.symmetrization_loses_zero' depends on axioms: [propext, Classical.choice, Quot.sound]
```
